# Distinct eigenvalues and invertible upper blocks give the decoupling equation binom(2n, n) solutions

A relativistic code can drive the residual of its decoupling equation to zero and still hold the wrong X: the resulting two-component Hamiltonian may carry negative-energy states in place of electronic ones. The equation is

H21 + H22 X = X (H11 + H12 X),

where H is a Hermitian 2n × 2n matrix in n × n blocks and X maps upper (large) to lower (small) components. If H has distinct eigenvalues and any n eigenvectors have an invertible upper block, there are exactly binom(2n, n) solutions, one per choice of n eigenvalues. The chosen eigenvalues are the spectrum of the effective Hamiltonian L = H11 + H12 X.

## Where the electronic solution is selected

In an exact two-component calculation with a finite one-electron Dirac matrix in an orthonormal basis, one can diagonalise H, take the n highest eigenvectors, collect their upper and lower parts as columns of A and B, and solve X A = B. The selection of columns makes X electronic. An iterative solver updates X until the residual vanishes; its starting guess and update rule then determine which solution it reaches, because the equation itself does not refer to the sign of the energy.

## Counting by reproduced eigenvectors

Let u_k have eigenvalue e_k, upper part a_k and lower part b_k:

H11 a_k + H12 b_k = e_k a_k
H21 a_k + H22 b_k = e_k b_k

Call u_k reproduced if b_k = X a_k. The first line then gives L a_k = e_k a_k. Here a_k ≠ 0, since otherwise b_k and u_k would vanish too. Eigenvectors with distinct eigenvalues are independent, so at most n are reproduced.

Now let X be a solution and r_k = b_k − X a_k. Inserting both lines gives

(H22 − X H12) r_k = e_k r_k − [H21 + H22 X − X L] a_k = e_k r_k.

Every u_k that is not reproduced has r_k ≠ 0, so there are at most n of these. As there are 2n eigenvectors, exactly n are reproduced.

Conversely, choose any n eigenvectors. Their a_k form a basis, so X = B A⁻¹ is the only matrix with X a_k = b_k for all of them. Then L a_k = e_k a_k, and

(H21 + H22 X) a_k = e_k b_k = X L a_k.

The two sides agree on a basis, so X is a solution. It reproduces exactly the chosen set, and counting the sets gives binom(2n, n).

In the file, `effective_eigen` and `residual_eigen` are the two eigenvalue relations; in the latter, `linear_combination` performs the cancellation. `card_le_of_eigen` supplies the dimension bounds, which `card_reproduced` combines. `exists_decoupling` defines X on the basis of upper parts, and `eq_of_agree` extends agreement on that basis to equality of matrices. `solutions_bijOn` gives the one-to-one correspondence, and `ncard_solutions` counts subsets.

In Lean 4 with Mathlib:

```lean
import Mathlib

open Matrix

namespace DecouplingSolutions

noncomputable section

variable {m n : Type*} [Fintype m] [Fintype n]

/-- The upper (large) component of a vector. -/
def upper (z : m ⊕ n → ℂ) : m → ℂ := fun i => z (Sum.inl i)

/-- The lower (small) component of a vector. -/
def lower (z : m ⊕ n → ℂ) : n → ℂ := fun i => z (Sum.inr i)

/-- The effective Hamiltonian `H11 + H12 X` acting on upper components. -/
def effective (H : Matrix (m ⊕ n) (m ⊕ n) ℂ) (X : Matrix n m ℂ) : Matrix m m ℂ :=
  H.toBlocks₁₁ + H.toBlocks₁₂ * X

/-- The decoupling equation `H21 + H22 X = X (H11 + H12 X)`. -/
def Decouples (H : Matrix (m ⊕ n) (m ⊕ n) ℂ) (X : Matrix n m ℂ) : Prop :=
  H.toBlocks₂₁ + H.toBlocks₂₂ * X = X * effective H X

/-- The vectors `u k` are eigenvectors of `H` with pairwise distinct eigenvalues `e k`. -/
structure EigenSystem (H : Matrix (m ⊕ n) (m ⊕ n) ℂ) (e : m ⊕ n → ℂ)
    (u : m ⊕ n → m ⊕ n → ℂ) : Prop where
  eig : ∀ k, H *ᵥ u k = e k • u k
  ne : ∀ k, u k ≠ 0
  distinct : Function.Injective e

/-- Any choice of as many vectors as the upper space has dimensions has linearly independent
upper components, so that their square upper block is invertible. -/
def UpperIndependent (u : m ⊕ n → m ⊕ n → ℂ) : Prop :=
  ∀ S : Finset (m ⊕ n), S.card = Fintype.card m →
    LinearIndependent ℂ (fun k : S => upper (u k))

open Classical in
/-- The labels of the vectors whose lower component is `X` times their upper component. -/
def reproduced (u : m ⊕ n → m ⊕ n → ℂ) (X : Matrix n m ℂ) : Finset (m ⊕ n) :=
  Finset.univ.filter fun k => X *ᵥ upper (u k) = lower (u k)

/-- The eigenvalue equation written as two coupled equations for the upper and lower
components. -/
theorem block_eigen {H : Matrix (m ⊕ n) (m ⊕ n) ℂ} {z : m ⊕ n → ℂ} {c : ℂ}
    (h : H *ᵥ z = c • z) :
    H.toBlocks₁₁ *ᵥ upper z + H.toBlocks₁₂ *ᵥ lower z = c • upper z ∧
    H.toBlocks₂₁ *ᵥ upper z + H.toBlocks₂₂ *ᵥ lower z = c • lower z := by
  constructor
  · ext i
    have hi := congrFun h (Sum.inl i)
    simpa [Matrix.mulVec, dotProduct, Fintype.sum_sum_type, upper, lower,
      Matrix.toBlocks₁₁, Matrix.toBlocks₁₂] using hi
  · ext i
    have hi := congrFun h (Sum.inr i)
    simpa [Matrix.mulVec, dotProduct, Fintype.sum_sum_type, upper, lower,
      Matrix.toBlocks₂₁, Matrix.toBlocks₂₂] using hi

/-- If `X` maps the upper to the lower component of an eigenvector of `H`, the effective
Hamiltonian maps the upper component to the same eigenvalue times itself. -/
theorem effective_eigen {H : Matrix (m ⊕ n) (m ⊕ n) ℂ} {z : m ⊕ n → ℂ} {c : ℂ}
    {X : Matrix n m ℂ} (h : H *ᵥ z = c • z) (hX : X *ᵥ upper z = lower z) :
    effective H X *ᵥ upper z = c • upper z := by
  simp only [effective, Matrix.add_mulVec, ← Matrix.mulVec_mulVec, hX]
  exact (block_eigen h).1

/-- For a solution `X` of the decoupling equation and an eigenvector of `H`, the matrix
`H22 - X H12` maps the residual `lower - X upper` to the same eigenvalue times itself. -/
theorem residual_eigen {H : Matrix (m ⊕ n) (m ⊕ n) ℂ} {z : m ⊕ n → ℂ} {c : ℂ}
    {X : Matrix n m ℂ} (h : H *ᵥ z = c • z) (hX : Decouples H X) :
    (H.toBlocks₂₂ - X * H.toBlocks₁₂) *ᵥ (lower z - X *ᵥ upper z)
      = c • (lower z - X *ᵥ upper z) := by
  obtain ⟨h1, h2⟩ := block_eigen h
  have h3 := congrArg (fun v => X *ᵥ v) h1
  have h4 := congrArg (fun M => M *ᵥ upper z) hX
  simp only [effective, Matrix.add_mulVec, Matrix.mulVec_add, Matrix.mulVec_smul,
    ← Matrix.mulVec_mulVec] at h3 h4
  simp only [Matrix.sub_mulVec, Matrix.mulVec_sub, ← Matrix.mulVec_mulVec]
  linear_combination (norm := module) h2 - h3 - h4

/-- A matrix has no more eigenvectors with distinct eigenvalues than its dimension. -/
theorem card_le_of_eigen {ι d : Type*} [Fintype d] (M : Matrix d d ℂ) (S : Finset ι)
    {e : ι → ℂ} (he : Function.Injective e) (z : ι → d → ℂ)
    (h : ∀ k ∈ S, M *ᵥ z k = e k • z k) (h0 : ∀ k ∈ S, z k ≠ 0) :
    S.card ≤ Fintype.card d := by
  have hli : LinearIndependent ℂ (fun k : S => z k) :=
    Module.End.eigenvectors_linearIndependent' (Matrix.mulVecLin M) (fun k : S => e k)
      (fun a b hab => Subtype.ext (he hab)) _
      (fun k => ⟨Module.End.mem_eigenspace_iff.mpr (h k k.2), h0 k k.2⟩)
  simpa using hli.fintype_card_le_finrank

/-- If `H` has distinct eigenvalues, every solution of the decoupling equation reproduces
exactly as many eigenvectors as the upper space has dimensions. -/
theorem card_reproduced {H : Matrix (m ⊕ n) (m ⊕ n) ℂ} {e : m ⊕ n → ℂ}
    {u : m ⊕ n → m ⊕ n → ℂ} (hu : EigenSystem H e u) {X : Matrix n m ℂ}
    (hX : Decouples H X) : (reproduced u X).card = Fintype.card m := by
  classical
  -- upper components of reproduced eigenvectors are eigenvectors of the effective Hamiltonian
  have h1 : (reproduced u X).card ≤ Fintype.card m := by
    refine card_le_of_eigen (effective H X) _ hu.distinct (fun k => upper (u k)) ?_ ?_
    · intro k hk
      exact effective_eigen (hu.eig k) (by simpa [reproduced] using hk)
    · intro k hk h0
      have hk' : X *ᵥ upper (u k) = lower (u k) := by simpa [reproduced] using hk
      have h0' : upper (u k) = 0 := h0
      rw [h0', Matrix.mulVec_zero] at hk'
      apply hu.ne k
      ext (i | i)
      · exact congrFun h0' i
      · exact (congrFun hk' i).symm
  -- the residuals of all others live in the lower space
  have h2 : (reproduced u X)ᶜ.card ≤ Fintype.card n := by
    refine card_le_of_eigen (H.toBlocks₂₂ - X * H.toBlocks₁₂) _ hu.distinct
      (fun k => lower (u k) - X *ᵥ upper (u k)) (fun k _ => residual_eigen (hu.eig k) hX) ?_
    intro k hk h0
    apply Finset.mem_compl.mp hk
    simpa [reproduced] using (sub_eq_zero.mp h0).symm
  have h3 := Finset.card_add_card_compl (reproduced u X)
  rw [Fintype.card_sum] at h3
  omega

/-- Two matrices that agree on linearly independent vectors, as many as the dimension, are
equal. -/
theorem eq_of_agree {ι d : Type*} {S : Finset ι} {v : ι → m → ℂ}
    (hS : S.card = Fintype.card m) (hli : LinearIndependent ℂ (fun k : S => v k))
    {M N : Matrix d m ℂ} (h : ∀ k ∈ S, M *ᵥ v k = N *ᵥ v k) : M = N := by
  classical
  have hspan := hli.span_eq_top_of_card_eq_finrank' (by simpa using hS)
  apply Matrix.toLin'.injective
  refine LinearMap.ext_on_range hspan fun k => ?_
  simp only [Matrix.toLin'_apply]
  exact h k k.2

/-- Let `H` have distinct eigenvalues, and let any `dim(upper)` of its eigenvectors `u k` have
linearly independent upper components. Then for any choice of as many eigenvectors as the upper
space has dimensions, some solution of the decoupling equation reproduces exactly these, and its
effective Hamiltonian has their eigenvalues. -/
theorem exists_decoupling {H : Matrix (m ⊕ n) (m ⊕ n) ℂ} {e : m ⊕ n → ℂ}
    {u : m ⊕ n → m ⊕ n → ℂ} (hu : EigenSystem H e u) (hi : UpperIndependent u)
    (S : Finset (m ⊕ n)) (hS : S.card = Fintype.card m) :
    ∃ X, Decouples H X ∧ reproduced u X = S ∧
      ∀ k ∈ S, upper (u k) ≠ 0 ∧ effective H X *ᵥ upper (u k) = e k • upper (u k) := by
  classical
  have hli := hi S hS
  have hspan := hli.span_eq_top_of_card_eq_finrank' (by simpa using hS)
  -- define X on the basis of upper components
  let b := Module.Basis.mk hli hspan.ge
  let f : (m → ℂ) →ₗ[ℂ] (n → ℂ) := b.constr ℂ (fun k : S => lower (u k))
  have hX : ∀ k ∈ S, LinearMap.toMatrix' f *ᵥ upper (u k) = lower (u k) := by
    intro k hk
    have hb : b ⟨k, hk⟩ = upper (u k) := Module.Basis.mk_apply hli hspan.ge ⟨k, hk⟩
    rw [← Matrix.toLin'_apply, Matrix.toLin'_toMatrix', ← hb]
    exact b.constr_basis ℂ (fun k : S => lower (u k)) ⟨k, hk⟩
  have hL := fun k hk => effective_eigen (hu.eig k) (hX k hk)
  have hD : Decouples H (LinearMap.toMatrix' f) := by
    refine eq_of_agree (v := fun k => upper (u k)) hS hli fun k hk => ?_
    simp only [Matrix.add_mulVec, ← Matrix.mulVec_mulVec, hX k hk, hL k hk,
      Matrix.mulVec_smul, (block_eigen (hu.eig k)).2]
  refine ⟨_, hD, ?_, fun k hk => ⟨hli.ne_zero ⟨k, hk⟩, hL k hk⟩⟩
  refine (Finset.eq_of_subset_of_card_le (fun k hk => ?_) ?_).symm
  · simpa [reproduced] using hX k hk
  · rw [card_reproduced hu hD, hS]

/-- If the eigenvalues are distinct and any `dim(upper)` of the eigenvectors `u k` have linearly
independent upper components, the solutions of the decoupling equation correspond one to one to the
choices of `dim(upper)` eigenvectors. -/
theorem solutions_bijOn {H : Matrix (m ⊕ n) (m ⊕ n) ℂ} {e : m ⊕ n → ℂ}
    {u : m ⊕ n → m ⊕ n → ℂ} (hu : EigenSystem H e u) (hi : UpperIndependent u) :
    Set.BijOn (reproduced u) {X | Decouples H X} {S | S.card = Fintype.card m} := by
  refine ⟨fun X hX => card_reproduced hu hX, fun X hX Y _ hXY => ?_, fun S hS => ?_⟩
  · have hc := card_reproduced hu hX
    refine eq_of_agree (v := fun k => upper (u k)) hc (hi _ hc) fun k hk => ?_
    have hk' := hk
    rw [hXY] at hk'
    simp only [reproduced, Finset.mem_filter, Finset.mem_univ, true_and] at hk hk'
    exact hk.trans hk'.symm
  · obtain ⟨X, hX, hXS, _⟩ := exists_decoupling hu hi S hS
    exact ⟨X, hX, hXS⟩

/-- If the eigenvalues are distinct and any `dim(upper)` of the eigenvectors `u k` have linearly
independent upper components, the number of solutions of the decoupling equation is the binomial
coefficient of the full and the upper dimension. -/
theorem ncard_solutions {H : Matrix (m ⊕ n) (m ⊕ n) ℂ} {e : m ⊕ n → ℂ}
    {u : m ⊕ n → m ⊕ n → ℂ} (hu : EigenSystem H e u) (hi : UpperIndependent u) :
    {X | Decouples H X}.ncard
      = (Fintype.card m + Fintype.card n).choose (Fintype.card m) := by
  have hb := solutions_bijOn hu hi
  have hs : {S : Finset (m ⊕ n) | S.card = Fintype.card m}
      = ↑(Finset.powersetCard (Fintype.card m) (Finset.univ : Finset (m ⊕ n))) := by
    ext S
    simp [Finset.mem_powersetCard]
  rw [← Set.InjOn.ncard_image hb.injOn, hb.image_eq, hs, Set.ncard_coe_finset,
    Finset.card_powersetCard, Finset.card_univ, Fintype.card_sum]

/-- A Hermitian `2n` by `2n` matrix with distinct eigenvalues, any `n` of whose eigenvectors have
an invertible upper block, has exactly `binom(2n, n)` solutions of its decoupling equation. -/
theorem hermitian_ncard_solutions [DecidableEq n] {H : Matrix (n ⊕ n) (n ⊕ n) ℂ}
    (hH : H.IsHermitian) (hd : Function.Injective hH.eigenvalues)
    (hi : UpperIndependent fun k => (hH.eigenvectorBasis k).ofLp) :
    {X | Decouples H X}.ncard = (2 * Fintype.card n).choose (Fintype.card n) := by
  have hu : EigenSystem H (fun k => (hH.eigenvalues k : ℂ))
      (fun k => (hH.eigenvectorBasis k).ofLp) := by
    refine ⟨fun k => ?_, fun k h => ?_, fun a b hab => hd (Complex.ofReal_injective hab)⟩
    · refine (hH.mulVec_eigenvectorBasis k).trans ?_
      ext i
      simp
    · exact hH.eigenvectorBasis.orthonormal.ne_zero k (PiLp.ext fun i => congrFun h i)
  rw [ncard_solutions hu hi, two_mul]

/-- The matrix with rows `(3, 4)` and `(4, -3)`, in one upper and one lower dimension. -/
def toyH : Matrix (Unit ⊕ Unit) (Unit ⊕ Unit) ℂ :=
  Matrix.fromBlocks (Matrix.of fun _ _ => 3) (Matrix.of fun _ _ => 4)
    (Matrix.of fun _ _ => 4) (Matrix.of fun _ _ => -3)

/-- The numbers `5` and `-5`. -/
def toyE : Unit ⊕ Unit → ℂ := Sum.elim (fun _ => 5) (fun _ => -5)

/-- The vectors `(2, 1)` and `(-1, 2)`. -/
def toyU : Unit ⊕ Unit → Unit ⊕ Unit → ℂ :=
  Sum.elim (fun _ => Sum.elim (fun _ => 2) (fun _ => 1))
    (fun _ => Sum.elim (fun _ => -1) (fun _ => 2))

/-- The matrix `toyH` is Hermitian, has the eigenvectors `toyU` with the distinct eigenvalues
`toyE`, and any one of these eigenvectors has a linearly independent, that is nonzero, upper
component. -/
theorem eigenSystem_witness :
    toyH.IsHermitian ∧ EigenSystem toyH toyE toyU ∧ UpperIndependent toyU := by
  refine ⟨?_, ⟨?_, ?_, ?_⟩, ?_⟩
  · ext (i | i) (j | j) <;> simp [toyH, Matrix.conjTranspose_apply]
  · rintro (k | k) <;> ext (i | i) <;>
      simp [toyH, toyE, toyU, Matrix.mulVec, dotProduct, Fintype.sum_sum_type] <;> norm_num
  · rintro (k | k) h <;> simpa [toyU] using congrFun h (Sum.inl ())
  · rintro (⟨⟩ | ⟨⟩) (⟨⟩ | ⟨⟩) h
    · rfl
    · exfalso; norm_num [toyE] at h
    · exfalso; norm_num [toyE] at h
    · rfl
  · intro S hS
    have hsub : Subsingleton S :=
      Fintype.card_le_one_iff_subsingleton.mp (by simp [hS])
    rw [Fintype.linearIndependent_iff]
    intro g hg i
    rw [Fintype.sum_subsingleton _ i] at hg
    have h0 := congrFun hg ()
    rcases i with ⟨k | k, hk⟩ <;> simpa [upper, toyU] using h0

/-- For a free particle of rest energy `m`, momentum `p ≠ 0` and `E² = m² + p²` (units with
`c = 1`), `X` solves the decoupling equation exactly when the effective energy `m + p X` is `E`
or `-E`. -/
theorem free_particle {m p E X : ℝ} (hp : p ≠ 0) (hE : E ^ 2 = m ^ 2 + p ^ 2) :
    p + (-m) * X = X * (m + p * X) ↔ m + p * X = E ∨ m + p * X = -E := by
  rw [← sq_eq_sq_iff_eq_or_eq_neg]
  constructor
  · intro h
    linear_combination (-p) * h - hE
  · intro h
    apply mul_left_cancel₀ hp
    linear_combination -h - hE

end

end DecouplingSolutions
```

```lean
#print axioms DecouplingSolutions.hermitian_ncard_solutions
#print axioms DecouplingSolutions.free_particle
```

```
'DecouplingSolutions.hermitian_ncard_solutions' depends on axioms: [propext, Classical.choice, Quot.sound]
'DecouplingSolutions.free_particle' depends on axioms: [propext, Classical.choice, Quot.sound]
```

## Scope of the count, and the free particle

`hermitian_ncard_solutions` is the Hermitian statement, with `Fintype.card n` as n. `Decouples H X` is the equation, `hd` says that the eigenvalues are distinct, and `UpperIndependent` says that no nonzero combination of n chosen eigenvectors is purely small-component. The general theorems use `EigenSystem` instead of Hermiticity and allow different upper and lower dimensions N₁ and N₂, with binom(N₁ + N₂, N₁) solutions.

The smallest Dirac-like case is the matrix with rows (m, p) and (p, −m), for a free particle of rest energy m and momentum p ≠ 0 in units with c = 1. Its eigenvalues are E and −E, with E² = m² + p². By `free_particle`, a real X is a solution exactly when m + pX is E or −E. For m = 3 and p = 4, the matrix `toyH`, these are X = 1/2 and X = −2, with effective energies 5 and −5. As p → 0 with m > 0, the electronic X tends to 0 and the other diverges. At p = 0 the negative-energy vector has no upper part, and only X = 0 remains.

Distinctness excludes a full Dirac matrix with time-reversal symmetry, whose levels are at least doubly degenerate; a symmetry block, such as the radial problem for one κ in a nuclear potential, can satisfy both conditions. A free particle in a basis with n > 1 does not, even if its eigenvalues are distinct: the eigenvectors for E and −E then have parallel upper parts, so no X reproduces both. The theorems concern solutions of the matrix equation, and say nothing about which one an iteration finds, rounding errors or a nonorthogonal basis.
